# Arai's theorem for real geminals in a finite orbital basis

Let $G_k$ be a family of real antisymmetric $n \times n$ matrices, labelled by an index $k$. Then $G_k^T G_l = 0$ for all $k \ne l$ if and only if there are symmetric idempotent matrices $P_k$ with $P_k P_l = 0$ for $k \ne l$ and $G_k = P_k G_k P_k$ for every $k$. Read for two-electron functions, this says that antisymmetric geminals are pairwise strongly orthogonal exactly when they are built from mutually orthogonal subspaces of orbitals.

## Physical setting

Take $n$ real orthonormal one-particle functions $\varphi_0, \dots, \varphi_{n-1}$, and let $e_p$ be the coordinate vector of $\varphi_p$. A geminal is a two-electron function

$$g(1,2) = \sum_{p,q} G_{pq}\, \varphi_p(1)\, \varphi_q(2),$$

fixed by its coefficient matrix $G$. The row index belongs to electron 1 and the column index to electron 2, so exchanging the electrons sends $G$ to $G^T$. With spin orbitals the Pauli principle requires $G^T = -G$. With spatial orbitals, the spatial factor of a singlet pair has $G^T = G$ and that of a triplet pair has $G^T = -G$. The squared norm of $g$ is $\operatorname{tr}(G^T G)$.

Two geminals $a$ and $b$ with matrices $A$ and $B$ are strongly orthogonal if their overlap over one electron vanishes whatever the coordinates of the other two. Orthonormality of the basis gives

$$\int a(1,2)\, b(1,3)\, d1 = \sum_{q,r} (A^T B)_{qr}\, \varphi_q(2)\, \varphi_r(3),$$

and the products $\varphi_q \varphi_r$ are linearly independent, so the condition is $A^T B = 0$. Setting $3 = 2$ and integrating once more gives the ordinary overlap $\operatorname{tr}(A^T B)$. Integrating out electron 2 of a single geminal gives the one-particle density matrix $G G^T$ of electron 1, which has trace 1 for a normalised geminal. If $G^T = \pm G$, electron 2 has the same density matrix, and doubling it counts both electrons.

A subspace of orbitals is described by its orthogonal projector, a matrix with $P^T = P$ and $P^2 = P$. Two subspaces are orthogonal when their projectors satisfy $PQ = 0$, and $G = PGP$ says that both electrons of the geminal occupy only the range of $P$. In wave functions built as antisymmetrised products of strongly orthogonal geminals, the theorem shows that, for real coefficients in a finite basis of real spin orbitals, the constraint amounts to assigning each geminal its own subspace of spin orbitals, orthogonal to the others.

## Statement

The theorem `arai` is the equivalence given at the top, under the hypothesis `hanti` that every $G_k$ is antisymmetric. Its two directions are proved separately and in greater generality. The theorem `subspaces_of_strongOrth` obtains the projectors from strong orthogonality when each $G_k$ is either antisymmetric or symmetric, the choice being free for each $k$. The theorem `strongOrth_of_subspaces` proves the converse for arbitrary real square matrices. A further theorem, `strongOrth_iff_density`, states for arbitrary $A$ and $B$ that $A^T B = 0$ if and only if $(A A^T)(B B^T) = 0$. Three explicit pairs, in four, two and three orbitals, complete the file.

## Derivation

**Step 1, normal equations.** For any real square $G$ there is a matrix $X$ with $G^T G X = G^T$. Every vector $G^T G x$ has the form $G^T y$ with $y = Gx$, so the range of $G^T G$ lies in the range of $G^T$. If $G^T G x = 0$, then $|Gx|^2 = x^T G^T G x = 0$ and $Gx = 0$, so $G^T G$ and $G$ have the same null space and the same rank. Since $G^T$ and $G$ also have the same rank, the smaller range has the dimension of the larger one and the two coincide. Each column $G^T e_j$ therefore equals $G^T G x_j$ for some vector $x_j$, and $X$ is the matrix with columns $x_j$.

**Step 2, a projector that fixes $G$.** Put $P = GX$. Then

$$P^T P = X^T (G^T G X) = X^T G^T = P^T .$$

The left side is symmetric, so transposing gives $P^T P = P$, hence $P^T = P$ and $P^2 = P$. The normal equations read $G^T P = G^T$, and their transpose is $PG = G$.

**Step 3, from strong orthogonality to subspaces.** Choose $X_k$ and $P_k = G_k X_k$ for each $k$. For $k \ne l$,

$$P_k P_l = P_k^T P_l = X_k^T (G_k^T G_l) X_l = 0 .$$

So far $P_k$ controls only electron 1. Transposing $P_k G_k = G_k$ gives $G_k^T P_k = G_k^T$, and inserting $G_k^T = \pm G_k$ gives $G_k P_k = G_k$. Then $P_k G_k P_k = G_k P_k = G_k$.

**Step 4, from subspaces to strong orthogonality.** If $A = PAP$, $B = QBQ$ and $PQ = 0$, then $AB = PA(PQ)BQ = 0$. Transposing $G_k = P_k G_k P_k$ gives $G_k^T = P_k G_k^T P_k$, because $P_k$ is symmetric. Taking $A = G_k^T$ and $B = G_l$ yields $G_k^T G_l = 0$, with no use of exchange symmetry.

**Step 5, densities.** If $A^T B = 0$, then $A A^T B B^T = A (A^T B) B^T = 0$. Conversely, Step 1 applied to $A^T$ and $B^T$ gives $X$ and $Y$ with $A A^T X = A$ and $B B^T Y = B$. The transpose of the first is $X^T A A^T = A^T$, so $A^T B = X^T (A A^T B B^T) Y = 0$.

**Without exchange symmetry.** In two orbitals take $G_0 = e_0 e_0^T$ and $G_1 = e_1 e_0^T$, the normalised products $\varphi_0(1)\varphi_0(2)$ and $\varphi_1(1)\varphi_0(2)$. The first is symmetric and the second has no exchange symmetry. Both $G_0^T G_1$ and $G_1^T G_0$ vanish because $e_0^T e_1 = 0$. If projectors existed, the first sentence of Step 4 would force $G_1 G_0 = 0$, whereas $G_1 G_0 = e_1 e_0^T$ has entry 1 in position $(1,0)$. Electron 2 sits in $\varphi_0$ in both functions, and integration over electron 1 does not detect this. The theorem `parity_needed` records the example.

**Ordinary orthogonality is weaker.** Write $u \wedge v = u v^T - v u^T$ for vectors $u, v$. In three orbitals, $A = e_0 \wedge e_1$ and $B = e_0 \wedge e_2$ are two Slater determinants that share $\varphi_0$. Here $A^T B = e_1 e_2^T$, which has zero trace and entry 1 in position $(1,2)$. Each matrix has squared norm 2, so for normalised geminals that entry is $1/2$. This is `orthogonal_not_strong`.

**The smallest case with two nonzero, strongly orthogonal antisymmetric geminals.** In four orbitals take $G_0 = (e_0 + e_2) \wedge e_1$ and $G_1 = (e_0 - e_2) \wedge e_3$. The theorem `arai_witness` states that both are antisymmetric, that $(G_0)_{01} = 1$ and $(G_1)_{03} = 1$, and that they are strongly orthogonal. Each has squared norm 4. With $u = (e_0 + e_2)/\sqrt2$ and $v = (e_0 - e_2)/\sqrt2$ the normalised geminals are $G_0/2 = (u \wedge e_1)/\sqrt2$ and $G_1/2 = (v \wedge e_3)/\sqrt2$, and the projectors are $u u^T + e_1 e_1^T$ and $v v^T + e_3 e_3^T$. Both geminals involve $\varphi_0$ and $\varphi_2$, so the partition appears only in the rotated orbitals. A nonzero antisymmetric matrix has rank at least 2, so two such geminals on orthogonal subspaces need at least four orbitals, and for $n \le 3$ at most one member of a strongly orthogonal family of antisymmetric geminals is nonzero. These explicit projectors and this count of dimensions are added here by hand and are not theorems of the file.

## What the formal version assumes

The orbital labels form a finite type `n`, and a geminal is a `Matrix n n ℝ`. The functions $\varphi_p$ and the integrals do not appear: orthonormality of the basis is built into the definition `StrongOrth A B`, which is `Aᵀ * B = 0`. The first matrix index is electron 1, the one integrated over. `IsProjector P` is `Pᵀ = P ∧ P * P = P`, and `OnOrthogonalSubspaces G` is the right-hand side of the theorem, which `arai` writes out in full. `density G` is `G * Gᵀ` with no normalising factor; every condition is homogeneous, so normalisation plays no part, and zero geminals are allowed.

The family is a function from an arbitrary type `ι`, finite or not, and the condition `k ≠ l` runs over both orders of each pair. With a single geminal the left side is empty and the statement reduces to the existence of a projector with $G = PGP$. In the examples `ι` is `Fin 2`, so the geminals carry labels 0 and 1 as above.

Exchange symmetry is assumed, as `hanti` or `hpar`, and spin is not represented. The equivalence for mixed symmetric and antisymmetric families is available as the two one-way theorems, while `arai` itself concerns antisymmetric matrices. The projectors are asserted to exist; they are not claimed to be unique or to sum to the identity. Arai's theorem is usually phrased for wave functions, with an orthonormal orbital basis split into disjoint subsets. The version here is for real two-electron functions in a finite basis and delivers projectors in place of such a basis. Complex coefficients, groups of more than two electrons and geminals with no finite orbital expansion, such as an orbital product multiplied by the interelectronic distance, are not covered.

## The Lean file

```lean
import Mathlib

open Matrix

namespace AraiGeminals

variable {n ι : Type*} [Fintype n]

/-- Two geminals with coefficient matrices `A`, `B` are strongly orthogonal if their overlap
over the first electron vanishes for all orbital labels of the second electrons. -/
def StrongOrth (A B : Matrix n n ℝ) : Prop := Aᵀ * B = 0

/-- An orthogonal projector on the orbital space: a symmetric idempotent matrix. -/
def IsProjector (P : Matrix n n ℝ) : Prop := Pᵀ = P ∧ P * P = P

/-- The geminals `G k` live on mutually orthogonal orbital subspaces, given by projectors
`P k` with `P k * P l = 0` for `k ≠ l` and `G k = P k * G k * P k`. -/
def OnOrthogonalSubspaces (G : ι → Matrix n n ℝ) : Prop :=
  ∃ P : ι → Matrix n n ℝ, (∀ k, IsProjector (P k)) ∧
    (∀ k l, k ≠ l → P k * P l = 0) ∧ ∀ k, G k = P k * G k * P k

/-- The (unnormalised) one-particle density matrix `G Gᵀ` of a geminal. -/
def density (G : Matrix n n ℝ) : Matrix n n ℝ := G * Gᵀ

/-- The normal equations `Gᵀ G X = Gᵀ` have a solution for every real square matrix. -/
theorem exists_normal_solution (G : Matrix n n ℝ) :
    ∃ X : Matrix n n ℝ, Gᵀ * G * X = Gᵀ := by
  classical
  have hle : LinearMap.range (Gᵀ * G).mulVecLin ≤ LinearMap.range Gᵀ.mulVecLin := by
    rw [Matrix.mulVecLin_mul]
    exact LinearMap.range_comp_le_range _ _
  -- equal ranks force the two ranges to coincide
  have hrank : (Gᵀ * G).rank = Gᵀ.rank :=
    (Matrix.rank_transpose_mul_self G).trans (Matrix.rank_transpose G).symm
  have heq := Submodule.eq_of_le_of_finrank_eq hle hrank
  have hcol : ∀ j : n, ∃ x : n → ℝ, (Gᵀ * G) *ᵥ x = Gᵀ *ᵥ (Pi.single j 1 : n → ℝ) := by
    intro j
    have hmem : Gᵀ *ᵥ (Pi.single j 1 : n → ℝ) ∈ LinearMap.range (Gᵀ * G).mulVecLin := by
      rw [heq]
      exact ⟨Pi.single j 1, rfl⟩
    obtain ⟨x, hx⟩ := hmem
    exact ⟨x, hx⟩
  choose x hx using hcol
  refine ⟨Matrix.of fun i j => x j i, ?_⟩
  ext i j
  calc (Gᵀ * G * Matrix.of fun i j => x j i) i j = ((Gᵀ * G) *ᵥ x j) i := rfl
    _ = Gᵀ i j := by
      rw [hx j]
      simp [Matrix.mulVec, dotProduct, Pi.single_apply]

/-- Every coefficient matrix `G` has an orthogonal projector of the form `G X` that fixes
the columns of `G`. -/
theorem exists_range_projector (G : Matrix n n ℝ) :
    ∃ X : Matrix n n ℝ, IsProjector (G * X) ∧ G * X * G = G := by
  obtain ⟨X, hX⟩ := exists_normal_solution G
  have h1 : (G * X)ᵀ * (G * X) = (G * X)ᵀ := by
    rw [transpose_mul]
    calc Xᵀ * Gᵀ * (G * X) = Xᵀ * (Gᵀ * G * X) := by simp only [Matrix.mul_assoc]
      _ = Xᵀ * Gᵀ := by rw [hX]
  -- `Pᵀ = Pᵀ P` is symmetric
  have hsym : (G * X)ᵀ = G * X := by
    have h2 := congrArg transpose h1
    rw [transpose_mul, transpose_transpose] at h2
    exact h1.symm.trans h2
  have h3 := congrArg transpose hX
  rw [Matrix.mul_assoc, transpose_mul, transpose_transpose, hsym] at h3
  rw [hsym] at h1
  exact ⟨X, ⟨hsym, h1⟩, h3⟩

/-- If `A = P A P`, `B = Q B Q` and `P Q = 0`, then `A B = 0`. -/
theorem mul_eq_zero_of_support {A B P Q : Matrix n n ℝ} (hA : A = P * A * P)
    (hB : B = Q * B * Q) (hPQ : P * Q = 0) : A * B = 0 := by
  calc A * B = (P * A * P) * (Q * B * Q) := by rw [← hA, ← hB]
    _ = P * A * (P * Q) * B * Q := by simp only [Matrix.mul_assoc]
    _ = 0 := by simp [hPQ]

/-- Geminals living on mutually orthogonal orbital subspaces are pairwise strongly
orthogonal. -/
theorem strongOrth_of_subspaces {G : ι → Matrix n n ℝ} (h : OnOrthogonalSubspaces G) :
    ∀ k l, k ≠ l → StrongOrth (G k) (G l) := by
  obtain ⟨P, hP, hO, hG⟩ := h
  intro k l hkl
  have hT := congrArg transpose (hG k)
  rw [transpose_mul, transpose_mul, (hP k).1, ← Matrix.mul_assoc] at hT
  exact mul_eq_zero_of_support hT (hG l) (hO k l hkl)

/-- Pairwise strongly orthogonal geminals, each antisymmetric or symmetric under exchange,
live on mutually orthogonal orbital subspaces. -/
theorem subspaces_of_strongOrth {G : ι → Matrix n n ℝ}
    (hpar : ∀ k, (G k)ᵀ = -G k ∨ (G k)ᵀ = G k)
    (h : ∀ k l, k ≠ l → StrongOrth (G k) (G l)) : OnOrthogonalSubspaces G := by
  choose X hP hPG using fun k => exists_range_projector (G k)
  refine ⟨fun k => G k * X k, hP, fun k l hkl => ?_, fun k => ?_⟩
  · have h0 : (G k)ᵀ * G l = 0 := h k l hkl
    calc G k * X k * (G l * X l) = (G k * X k)ᵀ * (G l * X l) := by rw [(hP k).1]
      _ = (X k)ᵀ * ((G k)ᵀ * G l) * X l := by
        simp only [transpose_mul, Matrix.mul_assoc]
      _ = 0 := by simp [h0]
  · -- exchange parity carries `P G = G` over to the second electron
    have hT := congrArg transpose (hPG k)
    rw [transpose_mul, (hP k).1] at hT
    have hGP : G k * (G k * X k) = G k := by
      rcases hpar k with hs | hs
      · rw [hs, Matrix.neg_mul] at hT
        exact neg_inj.mp hT
      · rw [hs] at hT
        exact hT
    show G k = G k * X k * G k * (G k * X k)
    rw [hPG k, hGP]

/-- Arai theorem: real antisymmetric geminals are pairwise strongly orthogonal if and only if
each is supported by one of a family of mutually annihilating symmetric idempotents. -/
theorem arai (G : ι → Matrix n n ℝ) (hanti : ∀ k, (G k)ᵀ = -G k) :
    (∀ k l, k ≠ l → (G k)ᵀ * G l = 0) ↔
      ∃ P : ι → Matrix n n ℝ, (∀ k, (P k)ᵀ = P k ∧ P k * P k = P k) ∧
        (∀ k l, k ≠ l → P k * P l = 0) ∧ ∀ k, G k = P k * G k * P k :=
  ⟨fun h => subspaces_of_strongOrth (fun k => Or.inl (hanti k)) h,
    fun h => strongOrth_of_subspaces h⟩

/-- Two geminals are strongly orthogonal if and only if the product of their one-particle
density matrices vanishes. -/
theorem strongOrth_iff_density (A B : Matrix n n ℝ) :
    StrongOrth A B ↔ density A * density B = 0 := by
  unfold StrongOrth density
  constructor
  · intro h
    calc A * Aᵀ * (B * Bᵀ) = A * (Aᵀ * B) * Bᵀ := by simp only [Matrix.mul_assoc]
      _ = 0 := by simp [h]
  · intro h
    obtain ⟨X, hX⟩ := exists_normal_solution Aᵀ
    obtain ⟨Y, hY⟩ := exists_normal_solution Bᵀ
    rw [transpose_transpose] at hX hY
    have hX' := congrArg transpose hX
    rw [transpose_mul, transpose_mul, transpose_transpose] at hX'
    calc Aᵀ * B = Xᵀ * (A * Aᵀ) * (B * Bᵀ * Y) := by rw [hX', hY]
      _ = Xᵀ * (A * Aᵀ * (B * Bᵀ)) * Y := by simp only [Matrix.mul_assoc]
      _ = 0 := by simp [h]

/-- The geminals `(e₀ + e₂) ∧ e₁` and `(e₀ - e₂) ∧ e₃` in four orbitals. -/
def pairFour : Fin 2 → Matrix (Fin 4) (Fin 4) ℝ :=
  ![!![0, 1, 0, 0; -1, 0, -1, 0; 0, 1, 0, 0; 0, 0, 0, 0],
    !![0, 0, 0, 1; 0, 0, 0, 0; 0, 0, 0, -1; -1, 0, 1, 0]]

/-- The two geminals of `pairFour` are antisymmetric, nonzero and strongly orthogonal. -/
theorem arai_witness :
    (∀ k, (pairFour k)ᵀ = -pairFour k) ∧ pairFour 0 0 1 = 1 ∧ pairFour 1 0 3 = 1 ∧
      ∀ k l, k ≠ l → StrongOrth (pairFour k) (pairFour l) := by
  refine ⟨fun k => ?_, by simp [pairFour], by simp [pairFour], fun k l hkl => ?_⟩
  · ext i j
    fin_cases k <;> fin_cases i <;> fin_cases j <;> simp [pairFour]
  · unfold StrongOrth
    fin_cases k <;> fin_cases l <;> first
      | exact absurd rfl hkl
      | (ext i j
         fin_cases i <;> fin_cases j <;>
           simp [pairFour, Matrix.mul_apply, Fin.sum_univ_four])

/-- The products `e₀ ⊗ e₀` and `e₁ ⊗ e₀` in two orbitals. -/
def pairTwo : Fin 2 → Matrix (Fin 2) (Fin 2) ℝ := ![!![1, 0; 0, 0], !![0, 0; 1, 0]]

/-- The members of `pairTwo` are strongly orthogonal, yet they do not live on mutually
orthogonal orbital subspaces. -/
theorem parity_needed :
    (∀ k l, k ≠ l → StrongOrth (pairTwo k) (pairTwo l)) ∧
      ¬ OnOrthogonalSubspaces pairTwo := by
  constructor
  · intro k l hkl
    unfold StrongOrth
    fin_cases k <;> fin_cases l <;> first
      | exact absurd rfl hkl
      | (ext i j
         fin_cases i <;> fin_cases j <;>
           simp [pairTwo, Matrix.mul_apply, Fin.sum_univ_two])
  · rintro ⟨P, -, hO, hG⟩
    have h := mul_eq_zero_of_support (hG 1) (hG 0) (hO 1 0 (by decide))
    have h10 := congrFun (congrFun h 1) 0
    simp [pairTwo, Matrix.mul_apply, Fin.sum_univ_two] at h10

/-- The geminals `e₀ ∧ e₁` and `e₀ ∧ e₂` in three orbitals. -/
def pairThree : Fin 2 → Matrix (Fin 3) (Fin 3) ℝ :=
  ![!![0, 1, 0; -1, 0, 0; 0, 0, 0], !![0, 0, 1; 0, 0, 0; -1, 0, 0]]

/-- The geminals of `pairThree` are antisymmetric and have zero total overlap `tr (Aᵀ B)`,
but they are not strongly orthogonal. -/
theorem orthogonal_not_strong :
    (∀ k, (pairThree k)ᵀ = -pairThree k) ∧ trace ((pairThree 0)ᵀ * pairThree 1) = 0 ∧
      ¬ StrongOrth (pairThree 0) (pairThree 1) := by
  refine ⟨fun k => ?_, ?_, fun h => ?_⟩
  · ext i j
    fin_cases k <;> fin_cases i <;> fin_cases j <;> simp [pairThree]
  · simp [pairThree, Matrix.trace, Matrix.mul_apply, Fin.sum_univ_three]
  · unfold StrongOrth at h
    have h12 := congrFun (congrFun h 1) 2
    simp [pairThree, Matrix.mul_apply, Fin.sum_univ_three] at h12

end AraiGeminals
```

```lean
#print axioms AraiGeminals.arai
-- 'AraiGeminals.arai' depends on axioms: [propext, Classical.choice, Quot.sound]
#print axioms AraiGeminals.strongOrth_iff_density
-- 'AraiGeminals.strongOrth_iff_density' depends on axioms: [propext, Classical.choice, Quot.sound]
#print axioms AraiGeminals.parity_needed
-- 'AraiGeminals.parity_needed' depends on axioms: [propext, Classical.choice, Quot.sound]
#print axioms AraiGeminals.orthogonal_not_strong
-- 'AraiGeminals.orthogonal_not_strong' depends on axioms: [propext, Classical.choice, Quot.sound]
```

## Notes on the proof

The facts about rank and range that the proof needs enter in `exists_normal_solution`. A matrix $M$ acts on vectors as the linear map `M.mulVecLin`, and `Matrix.mulVecLin_mul` turns the product $G^T G$ into a composition, so the inclusion `hle` is the general `LinearMap.range_comp_le_range`. The lemma `Submodule.eq_of_le_of_finrank_eq` says that a subspace contained in a finite-dimensional subspace of the same dimension equals it. Mathlib defines the rank of a matrix as the dimension of the range of its `mulVecLin`, so the rank equation `hrank` is accepted directly as the required equation of dimensions. The rank equation chains `Matrix.rank_transpose_mul_self` with `Matrix.rank_transpose`. The first of these carries the argument $|Gx|^2 = 0 \Rightarrow Gx = 0$ and is where real scalars matter: a complex matrix with first column $(1, i)^T$ and second column zero has $G^T G = 0$. After `heq`, each column $G^T e_j$, with $e_j$ written `Pi.single j 1`, has a preimage, `choose` collects the preimages into a function `x`, and `Matrix.of fun i j => x j i` places them as columns.

`exists_range_projector` is Step 2. In it `h1` is $P^T P = P^T$, `h2` is its transpose, `hsym` combines them into $P^T = P$, and `h3` is the transposed normal equation $PG = G$.

`mul_eq_zero_of_support` is the first sentence of Step 4 and needs no property of $P$ and $Q$ beyond $PQ = 0$. `strongOrth_of_subspaces` feeds it `hT`, the transposed support condition, using only the symmetry of $P_k$.

`subspaces_of_strongOrth` is Step 3. It applies `choose` over the index type to get all $X_k$ at once and supplies `G k * X k` as the projector. The `calc` block is the displayed chain for $P_k P_l$. In `hGP` the two parities are treated in turn, and `neg_inj` cancels the sign in the antisymmetric case. `arai` pairs the two directions, passing `Or.inl (hanti k)` as the parity hypothesis.

`strongOrth_iff_density` is Step 5, with `hX'` the equation $X^T A A^T = A^T$ and `hY` the equation $B B^T Y = B$. The three examples are checked entry by entry with `fin_cases` and `simp`. The negative claims each isolate one entry: `h10` is position $(1,0)$ of $G_1 G_0$ in `parity_needed`, and `h12` is position $(1,2)$ of $A^T B$ in `orthogonal_not_strong`.
